# For an invertible mass matrix, $GF$ has the same nonzero eigenvalues as the Cartesian vibrational problem

A vibrational analysis in bond lengths and angles diagonalises the matrix $GF$ and takes the square roots of its positive eigenvalues as angular frequencies. To animate a mode, the program then turns the eigenvector back into atomic displacements. Both steps rely on a correspondence between internal and Cartesian modes. It holds at nonzero eigenvalues for harmonic motion whose potential energy depends only on the chosen internal coordinates.

Let $x$ be the vector of $n$ Cartesian displacements and $s = Bx$ the vector of $r$ internal coordinates, with $B$ a constant real matrix. Let $F$ be the matrix of internal force constants, $M$ the invertible mass matrix and $G = BM^{-1}B^T$. A Cartesian mode is a nonzero $x$ with

$$B^TFBx = LMx,$$

where $L = \omega^2$ is the squared angular frequency. An internal mode is a nonzero $s$ with $GFs = Ls$. For real $L \neq 0$, the map $x \mapsto Bx$ is a one-to-one correspondence between the two kinds of mode.

## From Cartesian modes to internal modes and back

Multiply the equation of motion by $M^{-1}$ and group the factors:

$$Lx = M^{-1}B^TF(Bx). \qquad (1)$$

If $Bx$ were zero, then $Lx = 0$, which is impossible for $L \neq 0$ and $x \neq 0$. So $s = Bx$ is nonzero. Applying $B$ to (1) gives $Ls = BM^{-1}B^TFs = GFs$.

Conversely, let $GFs = Ls$ with $s \neq 0$, and define $x = L^{-1}M^{-1}B^TFs$. Then $Bx = L^{-1}GFs = s$, so $x \neq 0$. Moreover,

$$M^{-1}B^TFBx = M^{-1}B^TFs = Lx,$$

and multiplication by $M$ restores the equation of motion. If $y$ is another Cartesian mode with the same $L$ and $By = s$, then (1) gives $Ly = M^{-1}B^TFs = Lx$, hence $y = x$.

## The two secular determinants

Write $A = M^{-1}B^TF$, so that $GF = BA$ and $LM - B^TFB = M(L\mathbf 1_n - AB)$. For $L \neq 0$, evaluate the determinant of

$$\begin{pmatrix} L\mathbf 1_r & B\\ A & \mathbf 1_n\end{pmatrix}$$

by eliminating either diagonal block. This gives

$$\det(L\mathbf 1_r - BA) = L^r\det(\mathbf 1_n - L^{-1}AB) = L^{r-n}\det(L\mathbf 1_n - AB).$$

Multiplying by $L^n\det M$ yields

$$L^r\det(LM - B^TFB) = \det M\; L^n\det(L\mathbf 1_r - GF).$$

Both sides are polynomials in $L$, so the identity also holds at $L = 0$. It follows that a nonzero root has the same algebraic multiplicity in both secular equations.

## Modes as Lean definitions

The finite types `κ` and `ι` label the Cartesian and internal coordinates.

```lean
import Mathlib

open Matrix

namespace GFMethod

noncomputable section

variable {ι κ : Type*} [Fintype ι] [Fintype κ] [DecidableEq κ]
```

The product `*ᵥ` applies a matrix to a vector, and `•` multiplies by a scalar.

```lean
/-- The matrix `G = B M⁻¹ Bᵀ` of inverse masses in internal coordinates,
for an invertible mass matrix `M`. -/
def gMatrix (M : Matrix κ κ ℝ) (B : Matrix ι κ ℝ) : Matrix ι ι ℝ :=
  B * M⁻¹ * Bᵀ

/-- A nonzero Cartesian displacement `x` that solves the harmonic equation of motion
`Bᵀ F B x = L M x`, where `L` is the squared angular frequency. -/
def IsCartesianMode (M : Matrix κ κ ℝ) (B : Matrix ι κ ℝ) (F : Matrix ι ι ℝ)
    (L : ℝ) (x : κ → ℝ) : Prop :=
  x ≠ 0 ∧ (Bᵀ * F * B) *ᵥ x = L • (M *ᵥ x)

/-- A nonzero vector `s` of internal coordinates that solves `G F s = L s`,
for an invertible mass matrix `M`. -/
def IsInternalMode (M : Matrix κ κ ℝ) (B : Matrix ι κ ℝ) (F : Matrix ι ι ℝ)
    (L : ℝ) (s : ι → ℝ) : Prop :=
  s ≠ 0 ∧ (gMatrix M B * F) *ᵥ s = L • s
```

The general theorems assume `IsUnit M.det`, that is, $\det M \neq 0$, so that $Mx \neq 0$ for every $x \neq 0$. They require neither symmetry nor positivity, but $L$ and the eigenvectors are real. In the physical case $F$ is symmetric and the potential energy is $\tfrac12 s^TFs$. The matrix $B$ is given, so its construction from a molecular geometry is not treated, nor are anharmonic terms.

## The correspondence in Lean

The first lemma identifies Cartesian modes with eigenvectors of $M^{-1}B^TFB$. Its two branches multiply by $M^{-1}$ and by $M$.

```lean
variable {M : Matrix κ κ ℝ} {B : Matrix ι κ ℝ} {F : Matrix ι ι ℝ} {L : ℝ}

/-- For an invertible mass matrix, the Cartesian modes are the eigenvectors of
`M⁻¹ Bᵀ F B`. -/
theorem isCartesianMode_iff (hM : IsUnit M.det) (x : κ → ℝ) :
    IsCartesianMode M B F L x ↔
      x ≠ 0 ∧ (M⁻¹ * (Bᵀ * F * B)) *ᵥ x = L • x := by
  refine and_congr_right fun _ => ⟨fun h => ?_, fun h => ?_⟩
  · rw [← Matrix.mulVec_mulVec, h, Matrix.mulVec_smul, Matrix.mulVec_mulVec,
      Matrix.nonsing_inv_mul _ hM, Matrix.one_mulVec]
  · rw [← Matrix.mulVec_smul, ← h, Matrix.mulVec_mulVec,
      Matrix.mul_nonsing_inv_cancel_left _ _ hM]
```

Regrouping the product gives equation (1).

```lean
/-- For an invertible mass matrix, a Cartesian mode `x` satisfies `L x = M⁻¹ Bᵀ F (B x)`. -/
theorem displacement_from_internal (hM : IsUnit M.det) {x : κ → ℝ}
    (hx : IsCartesianMode M B F L x) :
    L • x = (M⁻¹ * Bᵀ * F) *ᵥ (B *ᵥ x) := by
  have h := ((isCartesianMode_iff hM x).1 hx).2
  rw [← h, Matrix.mulVec_mulVec]
  simp only [Matrix.mul_assoc]
```

In the next proof, the first branch excludes $Bx = 0$, and the `calc` block applies $B$ to (1).

```lean
/-- For an invertible mass matrix and `L ≠ 0`, a Cartesian mode `x` gives the internal
mode `s = B x` with the same `L`. -/
theorem internal_of_cartesian (hM : IsUnit M.det) (hL : L ≠ 0) {x : κ → ℝ}
    (hx : IsCartesianMode M B F L x) : IsInternalMode M B F L (B *ᵥ x) := by
  have e := displacement_from_internal hM hx
  refine ⟨fun h0 => ?_, ?_⟩
  · -- a mode with `B x = 0` feels no force, which contradicts `L ≠ 0`
    rw [h0, Matrix.mulVec_zero] at e
    exact smul_ne_zero hL hx.1 e
  · calc (gMatrix M B * F) *ᵥ (B *ᵥ x)
        = B *ᵥ ((M⁻¹ * Bᵀ * F) *ᵥ (B *ᵥ x)) := by
          simp only [gMatrix, Matrix.mulVec_mulVec, Matrix.mul_assoc]
      _ = L • (B *ᵥ x) := by rw [← e, Matrix.mulVec_smul]
```

For the converse, `hB` establishes $Bx = s$. The remaining branches use it to show that $x$ is nonzero and solves the eigenvalue equation.

```lean
/-- For an invertible mass matrix and `L ≠ 0`, an internal mode `s` comes from the
Cartesian mode `x = L⁻¹ M⁻¹ Bᵀ F s`, which satisfies `B x = s`. -/
theorem cartesian_of_internal (hM : IsUnit M.det) (hL : L ≠ 0) {s : ι → ℝ}
    (hs : IsInternalMode M B F L s) :
    IsCartesianMode M B F L (L⁻¹ • ((M⁻¹ * Bᵀ * F) *ᵥ s)) ∧
      B *ᵥ (L⁻¹ • ((M⁻¹ * Bᵀ * F) *ᵥ s)) = s := by
  have hB : B *ᵥ (L⁻¹ • ((M⁻¹ * Bᵀ * F) *ᵥ s)) = s := by
    have hg : B * (M⁻¹ * Bᵀ * F) = gMatrix M B * F := by
      simp only [gMatrix, Matrix.mul_assoc]
    rw [Matrix.mulVec_smul, Matrix.mulVec_mulVec, hg, hs.2, inv_smul_smul₀ hL]
  refine ⟨(isCartesianMode_iff hM _).2 ⟨fun h0 => ?_, ?_⟩, hB⟩
  · rw [h0, Matrix.mulVec_zero] at hB
    exact hs.1 hB.symm
  · have hA : M⁻¹ * (Bᵀ * F * B) = (M⁻¹ * Bᵀ * F) * B := by
      simp only [Matrix.mul_assoc]
    rw [hA, ← Matrix.mulVec_mulVec, hB, smul_inv_smul₀ hL]
```

The main theorem has three parts: the equivalence of the eigenvalue problems, the map $x \mapsto Bx$, and, through `∃!`, the unique Cartesian mode above each internal one. Its last lines are the uniqueness argument for $y$.

```lean
/-- The GF method: for an invertible mass matrix and `L ≠ 0`, the Cartesian problem has
eigenvalue `L` if and only if `G F` has it. The map `s = B x` takes Cartesian modes to
internal modes, and each internal mode comes from exactly one Cartesian mode. -/
theorem gf_method (hM : IsUnit M.det) (hL : L ≠ 0) :
    ((∃ x, IsCartesianMode M B F L x) ↔ ∃ s, IsInternalMode M B F L s) ∧
      (∀ x, IsCartesianMode M B F L x → IsInternalMode M B F L (B *ᵥ x)) ∧
      ∀ s, IsInternalMode M B F L s →
        ∃! x, IsCartesianMode M B F L x ∧ B *ᵥ x = s := by
  refine ⟨⟨fun ⟨x, hx⟩ => ⟨_, internal_of_cartesian hM hL hx⟩,
    fun ⟨s, hs⟩ => ⟨_, (cartesian_of_internal hM hL hs).1⟩⟩,
    fun x hx => internal_of_cartesian hM hL hx, fun s hs => ?_⟩
  refine ⟨_, cartesian_of_internal hM hL hs, ?_⟩
  -- the internal coordinates fix the displacement
  rintro y ⟨hy, hBy⟩
  rw [← hBy, ← displacement_from_internal hM hy, inv_smul_smul₀ hL]
```

For the determinants, Mathlib's `charpoly_mul_comm'` supplies the relation between $AB$ and $BA$, evaluated at $L$. The step `hf` takes out the factor $M$.

```lean
/-- For an invertible mass matrix, the Cartesian and internal secular determinants agree
up to the factor `det M` and powers of `L` given by the numbers of coordinates. -/
theorem secular_determinants [DecidableEq ι] (hM : IsUnit M.det) (L : ℝ) :
    L ^ Fintype.card ι * (L • M - Bᵀ * F * B).det =
      M.det * (L ^ Fintype.card κ *
        (L • (1 : Matrix ι ι ℝ) - gMatrix M B * F).det) := by
  have h := congrArg (Polynomial.eval L)
    (Matrix.charpoly_mul_comm' B (M⁻¹ * Bᵀ * F))
  simp only [Polynomial.eval_mul, Polynomial.eval_pow, Polynomial.eval_X,
    Matrix.eval_charpoly, Matrix.scalar_apply, ← Matrix.smul_one_eq_diagonal] at h
  -- take the mass matrix out of the Cartesian determinant
  have hf : L • M - Bᵀ * F * B =
      M * (L • (1 : Matrix κ κ ℝ) - M⁻¹ * Bᵀ * F * B) := by
    rw [Matrix.mul_sub, Matrix.mul_smul, Matrix.mul_one]
    simp only [Matrix.mul_assoc, Matrix.mul_nonsing_inv_cancel_left _ _ hM]
  have hg : gMatrix M B * F = B * (M⁻¹ * Bᵀ * F) := by
    simp only [gMatrix, Matrix.mul_assoc]
  rw [hf, Matrix.det_mul, hg]
  linear_combination (-M.det) * h
```

## A diatomic, and what fails at $L = 0$

Two atoms on a line have masses $m_1, m_2$ and one internal coordinate, the stretch $x_2 - x_1$. Lean numbers the vector entries from 0, so atom 1 has entry `0`.

```lean
/-- The mass matrix of two atoms on a line. -/
def diatomicMass (m₁ m₂ : ℝ) : Matrix (Fin 2) (Fin 2) ℝ := !![m₁, 0; 0, m₂]

/-- The matrix that takes two displacements on a line to the bond stretch `x₂ - x₁`. -/
def bondStretch : Matrix (Fin 1) (Fin 2) ℝ := !![-1, 1]
```

Here $B = (-1, 1)$, so $G = 1/m_1 + 1/m_2 = 1/\mu$, where $\mu$ is the reduced mass.

```lean
/-- For a diatomic with nonzero masses, `G` is the inverse reduced mass
`1/m₁ + 1/m₂`. -/
theorem diatomic_gMatrix {m₁ m₂ : ℝ} (h₁ : m₁ ≠ 0) (h₂ : m₂ ≠ 0) :
    gMatrix (diatomicMass m₁ m₂) bondStretch = !![1 / m₁ + 1 / m₂] := by
  have hinv : (diatomicMass m₁ m₂)⁻¹ = !![m₁⁻¹, 0; 0, m₂⁻¹] := by
    apply Matrix.inv_eq_right_inv
    ext i j
    fin_cases i <;> fin_cases j <;>
      simp [diatomicMass, Matrix.mul_apply, Fin.sum_univ_succ, h₁, h₂]
  rw [gMatrix, hinv]
  ext i j
  fin_cases i
  fin_cases j
  simp [bondStretch, Matrix.mul_apply, Fin.sum_univ_succ]
```

For $x = (-1/m_1, 1/m_2)$ the stretch is $Bx = 1/\mu$. With $k$ the force constant of the bond, the force side is $B^TkBx = (k/\mu)(-1, 1)$, and $Mx = (-1, 1)$, so $L = k/\mu$. For positive masses, the normalisation $x^TMx = 1$ gives $x = \sqrt{\mu}\,(-1/m_1, 1/m_2)$, with stretch $1/\sqrt{\mu}$. The Lean proof checks the equation of motion entry by entry for the unnormalised vector.

```lean
/-- A diatomic with nonzero masses and force constant `k` has a Cartesian mode
`(-1/m₁, 1/m₂)` with `L = k (1/m₁ + 1/m₂)`. -/
theorem diatomic_stretch {m₁ m₂ : ℝ} (k : ℝ) (h₁ : m₁ ≠ 0) (h₂ : m₂ ≠ 0) :
    IsCartesianMode (diatomicMass m₁ m₂) bondStretch !![k]
      (k * (1 / m₁ + 1 / m₂)) ![-1 / m₁, 1 / m₂] := by
  refine ⟨fun h => ?_, ?_⟩
  · have h0 := congrFun h 0
    simp [h₁] at h0
  · ext i
    fin_cases i <;>
      simp [diatomicMass, bondStretch, Matrix.mulVec, dotProduct, Matrix.mul_apply,
        Fin.sum_univ_succ] <;>
      field_simp
    ring
```

The translation $(1, 1)$ shows what fails without $L \neq 0$. It leaves the bond length unchanged, so $Bx = 0$ and it solves the Cartesian problem with $L = 0$. But $GF$ is the single number $k/\mu$, which is nonzero for positive masses and $k \neq 0$. The Cartesian problem therefore has an eigenvalue zero that $GF$ lacks. In the proof, an internal mode with $L = 0$ would satisfy $(k/\mu)s = 0$, which forces $s = 0$.

```lean
/-- For a diatomic with positive masses and `k ≠ 0`, the translation `(1, 1)` is a Cartesian mode
with `L = 0`, but `G F` has no eigenvalue zero. -/
theorem diatomic_translation {m₁ m₂ k : ℝ} (h₁ : 0 < m₁) (h₂ : 0 < m₂) (hk : k ≠ 0) :
    IsCartesianMode (diatomicMass m₁ m₂) bondStretch !![k] 0 ![1, 1] ∧
      ¬ ∃ s, IsInternalMode (diatomicMass m₁ m₂) bondStretch !![k] 0 s := by
  refine ⟨⟨fun h => ?_, ?_⟩, ?_⟩
  · have h0 := congrFun h 0
    simp at h0
  · ext i
    fin_cases i <;>
      simp [bondStretch, Matrix.mulVec, dotProduct, Matrix.mul_apply, Fin.sum_univ_succ]
  · rintro ⟨s, hs0, hs⟩
    rw [diatomic_gMatrix h₁.ne' h₂.ne'] at hs
    have e : (1 / m₁ + 1 / m₂) * k * s 0 = 0 := by
      simpa [Matrix.mulVec, dotProduct, Matrix.mul_apply] using congrFun hs 0
    have hG : 1 / m₁ + 1 / m₂ ≠ 0 := by positivity
    have hz : s 0 = 0 := (mul_eq_zero.1 e).resolve_left (mul_ne_zero hG hk)
    apply hs0
    ext i
    fin_cases i
    exact hz

end

end GFMethod
```

```lean
#print axioms GFMethod.gf_method
#print axioms GFMethod.secular_determinants
#print axioms GFMethod.diatomic_stretch
#print axioms GFMethod.diatomic_translation
```

```
'GFMethod.gf_method' depends on axioms: [propext, Classical.choice, Quot.sound]
'GFMethod.secular_determinants' depends on axioms: [propext, Classical.choice, Quot.sound]
'GFMethod.diatomic_stretch' depends on axioms: [propext, Classical.choice, Quot.sound]
'GFMethod.diatomic_translation' depends on axioms: [propext, Classical.choice, Quot.sound]
```

## Diagonalising $GF$ in a program

Even when $G$ and $F$ are symmetric, $GF$ usually is not. If $G$ is also positive definite, a program can factor $G = CC^T$ and diagonalise the symmetric matrix $C^TFC$. An eigenvector $u$ with eigenvalue $L$ gives $s = Cu$, because $GFCu = C(C^TFC)u = LCu$. For $L \neq 0$, the displacements to animate are then $x = L^{-1}M^{-1}B^TFs$. A negative $L$, as found at a saddle point, is converted in the same way and reported as an imaginary frequency.
